# An Upper Bound on the Reciprocal Ewald Energy Omitted by a Spherical Cutoff in a Cubic Cell

A charged defect in a periodic supercell interacts with all its images, and so does every ion around it. Ewald summation splits this slowly decaying interaction into a short-ranged real-space part and a sum over reciprocal vectors $G$. A program stops the second sum at some $|G|\le K$. How much energy has it left out?

Let charges $q_i$, finite in number, sit at positions $r_i$ in a cubic cell of edge $L>0$ and volume $V=L^3$. Let $\eta>0$ be the splitting parameter, in the convention where the real-space part contains $\operatorname{erfc}(\eta r)$. With $G=(2\pi/L)\,n$, $n\in\mathbb Z^3$, and the structure factor $S(G)=\sum_i q_i e^{\mathrm i\,G\cdot r_i}$, where the upright $\mathrm i$ is the imaginary unit, each nonzero $G$ contributes, in Gaussian units,

$$u(G)=\frac{2\pi}{V}\,\frac{e^{-G^2/(4\eta^2)}}{G^2}\,|S(G)|^2 .$$

Write $E$ for the sum of $u(G)$ over all $G\neq0$, $E_K$ for the sum over $G\ne0$ with $|G|\le K$, $Q=\sum_i|q_i|$, and $\Theta=\sum_G e^{-G^2/(8\eta^2)}$, where $\Theta$ includes $G=0$. For every $K>0$,

$$0\le E-E_K\le \frac{2\pi}{VK^2}\,Q^2\,e^{-K^2/(8\eta^2)}\,\Theta .$$

## Choosing the cutoff in an Ewald routine

A routine that loops over a finite list of $G$ relies on the omitted tail being small. For point charges in a cubic cell, the bound turns that into a check on the input parameters, with no reference calculation at a larger cutoff. Given a tolerance $\varepsilon>0$, set $A_K=2\pi Q^2\Theta/(VK^2)$. The omitted energy is at most $\varepsilon$ if

$$K^2\ge 8\eta^2\ln(A_K/\varepsilon).$$

Since $A_K$ contains $K$, this is a test for a proposed cutoff and not a closed formula for it. The test is sufficient but not necessary: the bound keeps only half of the Gaussian exponent of the modes, so a noticeably smaller $K$ may already be enough. The sum $\Theta$ is cheap: it is the cube of the one-dimensional sum $\sum_{m\in\mathbb Z} e^{-(2\pi m/L)^2/(8\eta^2)}$.

The sign of the terms is useful too. Every $u(G)$ is nonnegative, so truncation never raises the reciprocal energy, and adding modes never lowers it. Suppose $K$ is raised while $\eta$, the cell, the charges and their positions stay fixed. If the computed sum then falls by more than rounding explains, that points to a bug.

## From one mode to the whole tail

**One mode.** Each phase factor has modulus 1, so $|S(G)|\le\sum_i|q_i|=Q$. If $|G|\ge K$, half of the Gaussian exponent can be replaced by its value at $K$:

$$\frac{G^2}{4\eta^2}=\frac{G^2}{8\eta^2}+\frac{G^2}{8\eta^2}\ge\frac{K^2}{8\eta^2}+\frac{G^2}{8\eta^2}.$$

Together with $1/G^2\le1/K^2$ this gives

$$u(G)\le\frac{2\pi}{VK^2}\,Q^2\,e^{-K^2/(8\eta^2)}\,e^{-G^2/(8\eta^2)} .$$

**Convergence.** With $a=(2\pi/L)^2/(8\eta^2)$, the Gaussian is $e^{-an_1^2}e^{-an_2^2}e^{-an_3^2}$. For integers $m^2\ge|m|$, so $e^{-am^2}\le(e^{-a})^{|m|}$, and each direction is dominated by a geometric series. Hence $\Theta$ is finite. A nonzero $n$ has a component with $|n_i|\ge1$, so $|G|\ge2\pi/L$. The mode bound with $2\pi/L$ in place of $K$ then shows that $\sum u(G)$ converges over any set of nonzero modes.

**The tail.** The nonzero modes split into those with $|G|\le K$ and those with $|G|>K$. Both series converge, so

$$E-E_K=\sum_{|G|>K}u(G).$$

Every term is nonnegative, which gives the lower bound. Summing the mode bound, and then extending the Gaussian sum from $|G|>K$ to all $G$, gives the upper one.

**Tolerance and limit.** The upper bound is $A_Ke^{-K^2/(8\eta^2)}$. If $A_K=0$, nothing is omitted. Otherwise the logarithmic condition says $A_K\le\varepsilon e^{K^2/(8\eta^2)}$, and multiplying by $e^{-K^2/(8\eta^2)}$ leaves $\varepsilon$. Since that exponential is at most 1, the omitted energy is also at most a constant divided by $K^2$, so $E_K\to E$ as $K\to\infty$.

## Two opposite charges with K = 2

Take $L=2\pi$, so that $G=n$ and $V=8\pi^3$. Put $+1$ at the origin and $-1$ at the cell centre $(\pi,\pi,\pi)$, and choose $\eta=1/2$. Then $S(G)=1-(-1)^{n_1+n_2+n_3}$, which is 2 when the index sum is odd and 0 otherwise. An odd mode has energy $u=e^{-n^2}/(\pi^2n^2)$, where $n^2=n_1^2+n_2^2+n_3^2$.

The odd modes beyond $K=2$ begin with 24 vectors at $n^2=5$, 30 at $n^2=9$ and 24 at $n^2=11$:

$$E-E_2\approx\frac1{\pi^2}\left(\frac{24e^{-5}}5+\frac{30e^{-9}}9+\frac{24e^{-11}}{11}\right)\approx0.0033 .$$

For the bound, $Q=2$ and $\Theta=\left(\sum_m e^{-m^2/2}\right)^3\approx2.5066^3\approx15.75$, so

$$\frac{2\pi}{8\pi^3\cdot4}\cdot4\cdot e^{-2}\cdot15.75\approx0.054 .$$

Here the bound is too large by a factor of about 16. It ignores the cancellation in $S(G)$, and its Gaussian sum includes the modes inside the cutoff. At large $K$ the overestimate becomes far greater, because the bound contains $e^{-K^2/(8\eta^2)}$ while the omitted modes carry $e^{-G^2/(4\eta^2)}$.

## The Lean file

```lean
import Mathlib

open Real Filter

namespace EwaldReciprocalCutoff

noncomputable section

variable {ι : Type*} [Fintype ι]

/-- The reciprocal vector `G = (2π/L) n` of a cubic cell of edge `L ≠ 0`, with integer
indices `n`. -/
def gVec (L : ℝ) (n : Fin 3 → ℤ) : EuclideanSpace ℝ (Fin 3) :=
  WithLp.toLp 2 fun i => 2 * π / L * (n i : ℝ)

/-- The structure factor `S(G) = ∑ qᵢ exp(i G·rᵢ)` of charges `qᵢ` at positions `rᵢ`. -/
def structureFactor (q : ι → ℝ) (r : ι → EuclideanSpace ℝ (Fin 3))
    (G : EuclideanSpace ℝ (Fin 3)) : ℂ :=
  ∑ i, (q i : ℂ) * Complex.exp (((inner ℝ G (r i) : ℝ) : ℂ) * Complex.I)

/-- The Ewald energy `(2π/V) exp(-G²/(4η²)) |S(G)|² / G²` of one reciprocal vector, with
`V = L³`, for `L`, `η` and `G` nonzero. -/
def modeEnergy (L η : ℝ) (q : ι → ℝ) (r : ι → EuclideanSpace ℝ (Fin 3))
    (G : EuclideanSpace ℝ (Fin 3)) : ℝ :=
  2 * π / L ^ 3 * (exp (-‖G‖ ^ 2 / (4 * η ^ 2)) / ‖G‖ ^ 2) * ‖structureFactor q r G‖ ^ 2

/-- The Ewald energy carried by a set `s` of nonzero reciprocal vectors, for `L` and `η`
nonzero. -/
def energyOn (L η : ℝ) (q : ι → ℝ) (r : ι → EuclideanSpace ℝ (Fin 3))
    (s : Set (Fin 3 → ℤ)) : ℝ :=
  ∑' n : s, modeEnergy L η q r (gVec L n)

/-- The full reciprocal Ewald energy: the sum over all `G ≠ 0`, for `L` and `η` nonzero. -/
def recipEnergy (L η : ℝ) (q : ι → ℝ) (r : ι → EuclideanSpace ℝ (Fin 3)) : ℝ :=
  energyOn L η q r {n | n ≠ 0}

/-- The truncated reciprocal Ewald energy: the sum over `G ≠ 0` with `|G| ≤ K`, for `L` and
`η` nonzero. -/
def cutEnergy (L η : ℝ) (q : ι → ℝ) (r : ι → EuclideanSpace ℝ (Fin 3)) (K : ℝ) : ℝ :=
  energyOn L η q r {n | n ≠ 0 ∧ ‖gVec L n‖ ≤ K}

/-- The Gaussian lattice sum `∑ exp(-G²/(8η²))` over all `G`, zero included, for `L` and `η`
nonzero. -/
def gaussSum (L η : ℝ) : ℝ := ∑' n : Fin 3 → ℤ, exp (-‖gVec L n‖ ^ 2 / (8 * η ^ 2))

/-- The modulus of the structure factor never exceeds the sum of the absolute charges. -/
theorem norm_structureFactor_le (q : ι → ℝ) (r : ι → EuclideanSpace ℝ (Fin 3))
    (G : EuclideanSpace ℝ (Fin 3)) : ‖structureFactor q r G‖ ≤ ∑ i, |q i| := by
  refine (norm_sum_le _ _).trans (le_of_eq (Finset.sum_congr rfl fun i _ => ?_))
  rw [norm_mul, Complex.norm_exp_ofReal_mul_I, mul_one, Complex.norm_real, Real.norm_eq_abs]

/-- For `L, η, K > 0`, a mode with `|G| ≥ K` has at most the energy
`(2π/(V K²)) (∑|qᵢ|)² exp(-K²/(8η²)) exp(-G²/(8η²))`. -/
theorem modeEnergy_le {L η K : ℝ} (hL : 0 < L) (hη : 0 < η) (hK : 0 < K) (q : ι → ℝ)
    (r : ι → EuclideanSpace ℝ (Fin 3)) {G : EuclideanSpace ℝ (Fin 3)} (hG : K ≤ ‖G‖) :
    modeEnergy L η q r G ≤ 2 * π / (L ^ 3 * K ^ 2) * (∑ i, |q i|) ^ 2
      * exp (-K ^ 2 / (8 * η ^ 2)) * exp (-‖G‖ ^ 2 / (8 * η ^ 2)) := by
  have hS := norm_structureFactor_le q r G
  have h8 : 0 < 8 * η ^ 2 := by positivity
  -- half of the Gaussian exponent is spent on the cutoff factor
  have h1 : exp (-‖G‖ ^ 2 / (4 * η ^ 2))
      ≤ exp (-K ^ 2 / (8 * η ^ 2)) * exp (-‖G‖ ^ 2 / (8 * η ^ 2)) := by
    rw [← Real.exp_add]
    apply Real.exp_le_exp.mpr
    have h2 := div_le_div_of_nonneg_right (pow_le_pow_left₀ hK.le hG 2) h8.le
    have e : -‖G‖ ^ 2 / (4 * η ^ 2)
        = -(‖G‖ ^ 2 / (8 * η ^ 2)) - ‖G‖ ^ 2 / (8 * η ^ 2) := by ring
    rw [e, neg_div, neg_div]
    linarith
  calc modeEnergy L η q r G
      ≤ 2 * π / L ^ 3 * (exp (-K ^ 2 / (8 * η ^ 2)) * exp (-‖G‖ ^ 2 / (8 * η ^ 2)) / K ^ 2)
        * (∑ i, |q i|) ^ 2 := by
        unfold modeEnergy
        gcongr
    _ = _ := by ring

/-- The Gaussian lattice sum over all reciprocal vectors converges for `L, η > 0`. -/
theorem summable_gauss {L η : ℝ} (hL : 0 < L) (hη : 0 < η) :
    Summable fun n : Fin 3 → ℤ => exp (-‖gVec L n‖ ^ 2 / (8 * η ^ 2)) := by
  -- one dimension: comparison with a geometric series
  have h1 : ∀ a : ℝ, 0 < a → Summable fun m : ℤ => exp (-a * (m : ℝ) ^ 2) := by
    intro a ha
    have hN : Summable fun k : ℕ => exp (-a * (k : ℝ) ^ 2) := by
      refine Summable.of_nonneg_of_le (fun _ => Real.exp_nonneg _) (fun k => ?_)
        (summable_geometric_of_lt_one (Real.exp_nonneg (-a))
          (Real.exp_lt_one_iff.mpr (by linarith)))
      rw [← Real.exp_nat_mul]
      apply Real.exp_le_exp.mpr
      have hk : (k : ℝ) ≤ (k : ℝ) ^ 2 := by exact_mod_cast Nat.le_self_pow two_ne_zero k
      nlinarith
    exact Summable.of_nat_of_neg (by simpa using hN) (by simpa using hN)
  have h := h1 ((2 * π / L) ^ 2 / (8 * η ^ 2)) (by positivity)
  -- three dimensions: the Gaussian factorises
  have h3 := h.mul_of_nonneg (h.mul_of_nonneg h (fun _ => Real.exp_nonneg _)
    (fun _ => Real.exp_nonneg _)) (fun _ => Real.exp_nonneg _)
    (fun _ => mul_nonneg (Real.exp_nonneg _) (Real.exp_nonneg _))
  have hinj : Function.Injective fun n : Fin 3 → ℤ => (n 0, n 1, n 2) := by
    intro m n hmn
    simp only [Prod.mk.injEq] at hmn
    ext i
    fin_cases i
    exacts [hmn.1, hmn.2.1, hmn.2.2]
  refine Summable.congr (h3.comp_injective hinj) fun n => ?_
  simp only [Function.comp]
  rw [← Real.exp_add, ← Real.exp_add, EuclideanSpace.norm_sq_eq, Fin.sum_univ_three]
  simp only [gVec, Real.norm_eq_abs, sq_abs]
  congr 1
  ring

/-- For `L, η > 0` the Ewald energy series converges on every set of nonzero reciprocal
vectors. -/
theorem summable_modeEnergy {L η : ℝ} (hL : 0 < L) (hη : 0 < η) (q : ι → ℝ)
    (r : ι → EuclideanSpace ℝ (Fin 3)) {s : Set (Fin 3 → ℤ)} (hs : ∀ n ∈ s, n ≠ 0) :
    Summable fun n : s => modeEnergy L η q r (gVec L n) := by
  refine Summable.of_nonneg_of_le (fun n => by unfold modeEnergy; positivity)
    (fun n => modeEnergy_le hL hη (K := 2 * π / L) (by positivity) q r ?_)
    (((summable_gauss hL hη).subtype s).mul_left _)
  -- the shortest nonzero reciprocal vector has length 2π/L
  obtain ⟨i, hi⟩ := Function.ne_iff.mp (hs n n.2)
  have h1 : (1 : ℝ) ≤ |((n : Fin 3 → ℤ) i : ℝ)| := by exact_mod_cast Int.one_le_abs hi
  have h2 : ‖2 * π / L * ((n : Fin 3 → ℤ) i : ℝ)‖ ≤ ‖gVec L n‖ :=
    PiLp.norm_apply_le (gVec L n) i
  have h3 : 0 < 2 * π / L := by positivity
  rw [norm_mul, Real.norm_eq_abs, Real.norm_eq_abs, abs_of_pos h3] at h2
  nlinarith

/-- For `L, η > 0` and `K ≥ 0`, the full minus the truncated energy is the energy of the modes
with `|G| > K`. -/
theorem omitted_eq {L η K : ℝ} (hL : 0 < L) (hη : 0 < η) (hK : 0 ≤ K) (q : ι → ℝ)
    (r : ι → EuclideanSpace ℝ (Fin 3)) :
    recipEnergy L η q r - cutEnergy L η q r K = energyOn L η q r {n | K < ‖gVec L n‖} := by
  have h0 : ∀ n ∈ {n | K < ‖gVec L n‖}, n ≠ 0 := by
    intro n hn hn0
    have hz : gVec L 0 = 0 := by ext i; simp [gVec]
    have hn' : K < ‖gVec L n‖ := hn
    rw [hn0, hz, norm_zero] at hn'
    linarith
  have hU : {n : Fin 3 → ℤ | n ≠ 0}
      = {n | n ≠ 0 ∧ ‖gVec L n‖ ≤ K} ∪ {n | K < ‖gVec L n‖} := by
    ext n
    constructor
    · intro h
      rcases le_or_gt ‖gVec L n‖ K with h' | h'
      · exact Or.inl ⟨h, h'⟩
      · exact Or.inr h'
    · rintro (h | h)
      · exact h.1
      · exact h0 n h
  have hd : Disjoint {n : Fin 3 → ℤ | n ≠ 0 ∧ ‖gVec L n‖ ≤ K} {n | K < ‖gVec L n‖} :=
    Set.disjoint_left.mpr fun n h h' => not_lt_of_ge h.2 h'
  unfold recipEnergy cutEnergy
  rw [hU, sub_eq_iff_eq_add']
  exact Summable.tsum_union_disjoint (f := fun n => modeEnergy L η q r (gVec L n)) hd
    (summable_modeEnergy hL hη q r fun n h => h.1) (summable_modeEnergy hL hη q r h0)

/-- For `L, η, K > 0`, the reciprocal Ewald energy omitted beyond `|G| > K` is nonnegative and
at most `(2π/(V K²)) (∑|qᵢ|)² exp(-K²/(8η²)) ∑ exp(-G²/(8η²))`. -/
theorem ewald_cutoff_error {L η K : ℝ} (hL : 0 < L) (hη : 0 < η) (hK : 0 < K) (q : ι → ℝ)
    (r : ι → EuclideanSpace ℝ (Fin 3)) :
    0 ≤ recipEnergy L η q r - cutEnergy L η q r K ∧
    recipEnergy L η q r - cutEnergy L η q r K ≤ 2 * π / (L ^ 3 * K ^ 2)
      * (∑ i, |q i|) ^ 2 * exp (-K ^ 2 / (8 * η ^ 2)) * gaussSum L η := by
  rw [omitted_eq hL hη hK.le]
  have hg := summable_gauss hL hη
  have hnn : ∀ n : {n | K < ‖gVec L n‖}, 0 ≤ modeEnergy L η q r (gVec L n) :=
    fun n => by unfold modeEnergy; positivity
  have hle := fun n : {n | K < ‖gVec L n‖} => modeEnergy_le hL hη hK q r (le_of_lt n.2)
  have hb := (hg.subtype {n | K < ‖gVec L n‖}).mul_left
    (2 * π / (L ^ 3 * K ^ 2) * (∑ i, |q i|) ^ 2 * exp (-K ^ 2 / (8 * η ^ 2)))
  refine ⟨tsum_nonneg hnn, ?_⟩
  -- sum the mode bound, then extend the Gaussian sum to all G
  refine (Summable.tsum_le_tsum hle (Summable.of_nonneg_of_le hnn hle hb) hb).trans ?_
  rw [tsum_mul_left]
  exact mul_le_mul_of_nonneg_left
    (Summable.tsum_subtype_le _ _ (fun _ => Real.exp_nonneg _) hg) (by positivity)

/-- For `L, η, K, ε > 0`, the omitted energy is at most `ε` once
`K² ≥ 8η² log(A/ε)`, where `A = (2π/(V K²)) (∑|qᵢ|)² ∑ exp(-G²/(8η²))`. -/
theorem cutoff_for_tolerance {L η K ε : ℝ} (hL : 0 < L) (hη : 0 < η) (hK : 0 < K)
    (hε : 0 < ε) (q : ι → ℝ) (r : ι → EuclideanSpace ℝ (Fin 3))
    (h : 8 * η ^ 2 * log (2 * π / (L ^ 3 * K ^ 2) * (∑ i, |q i|) ^ 2 * gaussSum L η / ε)
      ≤ K ^ 2) :
    recipEnergy L η q r - cutEnergy L η q r K ≤ ε := by
  have hm := (ewald_cutoff_error hL hη hK q r).2
  set A := 2 * π / (L ^ 3 * K ^ 2) * (∑ i, |q i|) ^ 2 * gaussSum L η with hA
  have h8 : 0 < 8 * η ^ 2 := by positivity
  have hlog : log (A / ε) ≤ K ^ 2 / (8 * η ^ 2) := (le_div_iff₀ h8).mpr (by linarith)
  have h1 : A ≤ exp (K ^ 2 / (8 * η ^ 2)) * ε :=
    (div_le_iff₀ hε).mp ((Real.le_exp_log _).trans (Real.exp_le_exp.mpr hlog))
  have h2 : exp (K ^ 2 / (8 * η ^ 2)) * exp (-K ^ 2 / (8 * η ^ 2)) = 1 := by
    rw [← Real.exp_add, neg_div, add_neg_cancel, Real.exp_zero]
  calc recipEnergy L η q r - cutEnergy L η q r K
      ≤ A * exp (-K ^ 2 / (8 * η ^ 2)) := hm.trans (le_of_eq (by rw [hA]; ring))
    _ ≤ exp (K ^ 2 / (8 * η ^ 2)) * ε * exp (-K ^ 2 / (8 * η ^ 2)) :=
        mul_le_mul_of_nonneg_right h1 (Real.exp_nonneg _)
    _ = ε := by linear_combination ε * h2

/-- For `L, η > 0` the truncated energy converges to the full reciprocal energy as the cutoff
`K` grows. -/
theorem tendsto_cutEnergy {L η : ℝ} (hL : 0 < L) (hη : 0 < η) (q : ι → ℝ)
    (r : ι → EuclideanSpace ℝ (Fin 3)) :
    Tendsto (cutEnergy L η q r) atTop (nhds (recipEnergy L η q r)) := by
  have hΘ : 0 ≤ gaussSum L η := tsum_nonneg fun _ => Real.exp_nonneg _
  have hlim : Tendsto (fun K : ℝ => 2 * π / L ^ 3 * (∑ i, |q i|) ^ 2 * gaussSum L η / K ^ 2)
      atTop (nhds 0) := tendsto_const_nhds.div_atTop (tendsto_pow_atTop two_ne_zero)
  have hdiff : Tendsto (fun K => recipEnergy L η q r - cutEnergy L η q r K)
      atTop (nhds 0) := by
    refine squeeze_zero' ?_ ?_ hlim
    · filter_upwards [eventually_gt_atTop 0] with K hK
      exact (ewald_cutoff_error hL hη hK q r).1
    · filter_upwards [eventually_gt_atTop 0] with K hK
      have he : exp (-K ^ 2 / (8 * η ^ 2)) ≤ 1 := by
        apply Real.exp_le_one_iff.mpr
        rw [neg_div]
        exact neg_nonpos.mpr (by positivity)
      have hC : 0 ≤ 2 * π / L ^ 3 * (∑ i, |q i|) ^ 2 * gaussSum L η / K ^ 2 := by positivity
      refine (ewald_cutoff_error hL hη hK q r).2.trans ?_
      refine le_trans (le_of_eq ?_) (mul_le_of_le_one_right hC he)
      ring
  have h := (tendsto_const_nhds (x := recipEnergy L η q r)).sub hdiff
  simpa only [sub_sub_cancel, sub_zero] using h

end

end EwaldReciprocalCutoff
```

```lean
#print axioms EwaldReciprocalCutoff.ewald_cutoff_error
-- 'EwaldReciprocalCutoff.ewald_cutoff_error' depends on axioms: [propext, Classical.choice, Quot.sound]
#print axioms EwaldReciprocalCutoff.cutoff_for_tolerance
-- 'EwaldReciprocalCutoff.cutoff_for_tolerance' depends on axioms: [propext, Classical.choice, Quot.sound]
#print axioms EwaldReciprocalCutoff.tendsto_cutEnergy
-- 'EwaldReciprocalCutoff.tendsto_cutEnergy' depends on axioms: [propext, Classical.choice, Quot.sound]
```

## Scope of the bound and its proof in Lean

The main theorem is `ewald_cutoff_error`. In words: for positive `L`, `η` and `K`, any real charges `q` on a finite index type `ι` and any positions `r` in three-dimensional Euclidean space, the full minus the truncated reciprocal energy lies between zero and the stated bound. `gVec L n` is $G$, `recipEnergy` is $E$, `cutEnergy` is $E_K$ and `gaussSum` is $\Theta$. The volume appears as `L ^ 3`. The cell need not be neutral, and positions may coincide or lie outside the home cell.

Lean assigns the value zero to a divergent infinite sum, so the convergence lemmas are needed for the energies to mean what their names say.

- `norm_structureFactor_le` is the triangle inequality for $S(G)$.
- `modeEnergy_le` is the one-mode bound. Its step `h1` splits the exponent, and `gcongr` combines the inequalities for the Gaussian, $1/G^2$ and $|S(G)|^2$.
- `summable_gauss` makes the geometric comparison and multiplies the three directions. `summable_modeEnergy` applies the mode bound at `K := 2 * π / L`.
- `omitted_eq` identifies the difference of energies with the tail, by splitting the nonzero modes into two disjoint sets.
- `ewald_cutoff_error` then sums the mode bound with `Summable.tsum_le_tsum` and enlarges the Gaussian sum with `Summable.tsum_subtype_le`.
- `cutoff_for_tolerance` is the logarithmic test, and `tendsto_cutEnergy` obtains the limit by squeezing the omitted energy between zero and a multiple of $1/K^2$.

The guarantee concerns one part of the Ewald energy. The real-space sum and its cutoff, the self-energy, the background correction for a charged cell and any surface dipole term need separate treatment. The same is true of forces, non-cubic cells, floating-point rounding and the interpolation error of particle-mesh methods, which replace $S(G)$ by an approximation.

Two conventions matter when the bound is put into a program. Some codes take a splitting length as input instead of the inverse length $\eta$ used here. Some also cut off the integers $n_i$ in a box and not $|G|$ in a sphere; $K$ should then be the radius of a sphere whose modes all lie in the box. Any further modes in the box only reduce the omitted energy, because every mode energy is nonnegative.
